# Shearer's Inequality for the Shannon Entropies of Three Finite Subsystems

Let $X$, $Y$ and $Z$ be finite sets of states of three subsystems. A joint distribution is a probability vector $p(x,y,z)\ge 0$ with total one. Its pair marginals are

$$p_{XY}(x,y)=\sum_z p(x,y,z),\quad p_{YZ}(y,z)=\sum_x p(x,y,z),\quad p_{XZ}(x,z)=\sum_y p(x,y,z).$$

The entropy of a probability vector is $S(p)=-\sum_i p_i\ln p_i$, with $0\ln 0=0$, in units of the Boltzmann constant. We write $S(XYZ)$ for the entropy of $p$ and $S(XY)$, $S(YZ)$, $S(XZ)$ for those of its marginals. The claim is

$$2\,S(XYZ)\le S(XY)+S(YZ)+S(XZ).$$

Shearer's name also belongs to a bound for general families of subsystems; the case treated here is three subsystems and their three pairs. In quantum mechanics the proof below covers finite-dimensional tripartite states that are diagonal in a product basis, whose von Neumann entropies are these Shannon entropies. The same inequality holds for the von Neumann entropies of every finite-dimensional tripartite state, but that follows from strong subadditivity together with subadditivity, which are not proved here.

## From Cauchy-Schwarz to the entropy bound

Take real functions $a(x,y)$, $b(y,z)$, $c(x,z)$. Cauchy-Schwarz over the pair $(x,y)$, and then over $z$, gives

$$\begin{aligned}
\Big(\sum_{x,y,z}a\,b\,c\Big)^2
&=\Big(\sum_{x,y}a(x,y)\sum_z b(y,z)c(x,z)\Big)^2\\
&\le\sum_{x,y}a(x,y)^2\;\sum_{x,y}\Big(\sum_z b(y,z)c(x,z)\Big)^2\\
&\le\sum_{x,y}a(x,y)^2\;\sum_{x,y}\Big(\sum_z b(y,z)^2\Big)\Big(\sum_{z}c(x,z)^2\Big)\\
&=\sum a^2\,\sum b^2\,\sum c^2 .
\end{aligned}$$

This is the discrete Loomis-Whitney inequality. Now let $a,b,c$ be the square roots of the pair marginals, and set $q=\sqrt{p_{XY}\,p_{YZ}\,p_{XZ}}$. Each sum of squares is one, so $\sum q\le 1$.

Where $p>0$, every marginal is at least $p$, so $q>0$ as well. Using $\ln t\le t-1$ at $t=q/p$ and multiplying by $p$, we get

$$p\ln q-p\ln p\le q-p .$$

Where $p=0$ this reads $0\le q$. Summation gives $\sum p\ln q+S(XYZ)\le\sum q-1\le 0$, hence $S(XYZ)\le-\sum p\ln q$.

The logarithm splits $q$ into halves:

$$-2\sum p\ln q=-\sum p\ln p_{XY}-\sum p\ln p_{YZ}-\sum p\ln p_{XZ}.$$

In the first term, summing over $z$ turns $p$ into $p_{XY}$, which leaves $S(XY)$. The other two terms give $S(YZ)$ and $S(XZ)$ in the same way, and the claim follows.

For independent subsystems, $p=a(x)b(y)c(z)$ with new probability vectors $a,b,c$. The marginals are $ab$, $bc$ and $ac$. Since $\ln(ab)=\ln a+\ln b$ wherever the weight is positive, entropies add, and both sides equal $2(S(a)+S(b)+S(c))$. Any such example with positive entropy shows that the factor 2 cannot be raised.

## States, entropies and marginals in Lean

The type variables are the finite state spaces; `ι` and `κ` stand for arbitrary finite index sets.

```lean
import Mathlib

open Finset

namespace ShearerEntropy

noncomputable section

variable {X Y Z ι κ : Type*} [Fintype X] [Fintype Y] [Fintype Z] [Fintype ι] [Fintype κ]
```

Normalisation and positivity are a predicate on real functions.

```lean
/-- A probability vector: nonnegative weights with total one. -/
def IsProb (p : ι → ℝ) : Prop := (∀ i, 0 ≤ p i) ∧ ∑ i, p i = 1
```

The logarithm is natural. A state of zero weight contributes zero because its prefactor vanishes.

```lean
/-- The Shannon entropy `-∑ p ln p`, in units of the Boltzmann constant. -/
def entropy (p : ι → ℝ) : ℝ := -∑ i, p i * Real.log (p i)
```

The product `X × Y × Z` is read as $X\times(Y\times Z)$. For a joint state `i`, therefore, `i.1` is $x$, `i.2` is the pair $(y,z)$, and `i.2.1` and `i.2.2` are $y$ and $z$. Each marginal sums out the missing coordinate.

```lean
/-- The marginal of the pair XY: the subsystem Z is summed out. -/
def margXY (p : X × Y × Z → ℝ) (u : X × Y) : ℝ := ∑ z, p (u.1, u.2, z)

/-- The marginal of the pair YZ: the subsystem X is summed out. -/
def margYZ (p : X × Y × Z → ℝ) (v : Y × Z) : ℝ := ∑ x, p (x, v)

/-- The marginal of the pair XZ: the subsystem Y is summed out. -/
def margXZ (p : X × Y × Z → ℝ) (w : X × Z) : ℝ := ∑ y, p (w.1, y, w.2)
```

The product distribution serves the equality case.

```lean
/-- The joint weights of three independent subsystems. -/
def independent (a : X → ℝ) (b : Y → ℝ) (c : Z → ℝ) (i : X × Y × Z) : ℝ :=
  a i.1 * (b i.2.1 * c i.2.2)
```

## Loomis-Whitney and its Cauchy-Schwarz step

The theorem holds for all real amplitudes, whatever their signs. The equation `h1` groups the triple sum by $(x,y)$, and the `calc` block follows the displayed chain line by line.

```lean
/-- Discrete Loomis-Whitney inequality: the square of the triple sum of a product of three pair
amplitudes is at most the product of their sums of squares. -/
theorem loomis_whitney (a : X × Y → ℝ) (b : Y × Z → ℝ) (c : X × Z → ℝ) :
    (∑ i : X × Y × Z, a (i.1, i.2.1) * b i.2 * c (i.1, i.2.2)) ^ 2
      ≤ (∑ u, a u ^ 2) * (∑ v, b v ^ 2) * (∑ w, c w ^ 2) := by
  have h1 : ∑ i : X × Y × Z, a (i.1, i.2.1) * b i.2 * c (i.1, i.2.2)
      = ∑ u : X × Y, a u * ∑ z, b (u.2, z) * c (u.1, z) := by
    simp only [Fintype.sum_prod_type, Finset.mul_sum, mul_assoc]
  rw [h1]
  -- Cauchy-Schwarz over the pair (x, y), then over z
  calc (∑ u : X × Y, a u * ∑ z, b (u.2, z) * c (u.1, z)) ^ 2
      ≤ (∑ u, a u ^ 2) * ∑ u : X × Y, (∑ z, b (u.2, z) * c (u.1, z)) ^ 2 :=
        Finset.sum_mul_sq_le_sq_mul_sq _ _ _
    _ ≤ (∑ u, a u ^ 2) *
          ∑ u : X × Y, (∑ z, b (u.2, z) ^ 2) * (∑ z, c (u.1, z) ^ 2) :=
        mul_le_mul_of_nonneg_left
          (Finset.sum_le_sum fun u _ => Finset.sum_mul_sq_le_sq_mul_sq _ _ _)
          (Finset.sum_nonneg fun u _ => sq_nonneg _)
    _ = (∑ u, a u ^ 2) * (∑ v, b v ^ 2) * (∑ w, c w ^ 2) := by
        simp only [Fintype.sum_prod_type, ← Finset.sum_mul, ← Finset.mul_sum]
        ring
```

The proof turns on `Finset.sum_mul_sq_le_sq_mul_sq`, which states $(\sum f g)^2\le\sum f^2\sum g^2$ for finite sums, with no square roots or sign conditions. In its first use $f$ is `a` and $g$ is the whole inner sum over $z$; in its second, for each fixed pair `u`, the functions are those of $z$ alone. The underscores let Lean read $f$ and $g$ off the goal. The regrouping in `h1` comes first so that $a^2$ is summed over pairs only; in a sum over triples, each $a(x,y)^2$ would be counted once for every $z$.

## Marginals and Gibbs' inequality

The marginals inherit positivity and total one, by exchanging finite sums.

```lean
/-- The three pair marginals of a probability vector are probability vectors. -/
theorem marginals_isProb {p : X × Y × Z → ℝ} (hp : IsProb p) :
    IsProb (margXY p) ∧ IsProb (margYZ p) ∧ IsProb (margXZ p) := by
  have hs := hp.2
  rw [Fintype.sum_prod_type] at hs
  refine ⟨⟨fun u => Finset.sum_nonneg fun _ _ => hp.1 _, ?_⟩,
    ⟨fun u => Finset.sum_nonneg fun _ _ => hp.1 _, ?_⟩,
    ⟨fun u => Finset.sum_nonneg fun _ _ => hp.1 _, ?_⟩⟩
  · rw [← hs]
    simp only [margXY, Fintype.sum_prod_type]
  · rw [← hs]
    exact Finset.sum_comm
  · rw [← hs]
    simp only [margXZ, Fintype.sum_prod_type]
    exact Finset.sum_congr rfl fun x _ => Finset.sum_comm
```

The next identities replace averages over a marginal by averages over the joint distribution. They are pure rearrangements and need no positivity.

```lean
/-- The entropy of each pair marginal is minus the average, over the joint distribution,
of the logarithm of that marginal. -/
theorem entropy_marginals (p : X × Y × Z → ℝ) :
    entropy (margXY p) = -∑ i, p i * Real.log (margXY p (i.1, i.2.1)) ∧
    entropy (margYZ p) = -∑ i, p i * Real.log (margYZ p i.2) ∧
    entropy (margXZ p) = -∑ i, p i * Real.log (margXZ p (i.1, i.2.2)) := by
  refine ⟨?_, ?_, ?_⟩
  · simp only [entropy, margXY, Fintype.sum_prod_type, Finset.sum_mul]
  · simp only [entropy, margYZ, Finset.sum_mul]
    rw [Finset.sum_comm]
    exact congrArg Neg.neg (Fintype.sum_prod_type
      (fun i : X × Y × Z => p i * Real.log (∑ x, p (x, i.2)))).symm
  · simp only [entropy, margXZ, Fintype.sum_prod_type, Finset.sum_mul]
    exact congrArg Neg.neg (Finset.sum_congr rfl fun x _ => Finset.sum_comm)
```

Gibbs' inequality is stated for a reference weight that may total less than one, as $q$ generally does. The pointwise bound is `key`, with the cases $p=0$ and $p>0$ treated separately.

```lean
/-- Gibbs' inequality: the entropy of `p` is at most its cross entropy with a reference
weight `q` of total at most one that is positive wherever `p` is. -/
theorem gibbs_inequality {p q : ι → ℝ} (hp : IsProb p) (hq : ∀ i, 0 ≤ q i)
    (hq1 : ∑ i, q i ≤ 1) (hpq : ∀ i, 0 < p i → 0 < q i) :
    entropy p ≤ -∑ i, p i * Real.log (q i) := by
  have key : ∀ i, p i * Real.log (q i) ≤ p i * Real.log (p i) + (q i - p i) := by
    intro i
    rcases (hp.1 i).eq_or_lt with h | h
    · rw [← h]
      simpa using hq i
    · -- ln t ≤ t - 1 at t = q / p
      have h1 := Real.log_le_sub_one_of_pos (div_pos (hpq i h) h)
      rw [Real.log_div (hpq i h).ne' h.ne'] at h1
      have h2 := mul_le_mul_of_nonneg_left h1 h.le
      have h3 : p i * (q i / p i - 1) = q i - p i := by
        field_simp
      rw [h3] at h2
      linarith
  have hs := Finset.sum_le_sum fun i (_ : i ∈ Finset.univ) => key i
  rw [Finset.sum_add_distrib, Finset.sum_sub_distrib, hp.2] at hs
  unfold entropy
  linarith
```

## The inequality for the three pairs

The only hypothesis is that `p` is a probability vector. The facts `lA`, `lB` and `lC` say that each marginal dominates $p$; `hq1` is $\sum q\le1$, and `hlog` is the splitting of the logarithm. The domination facts and `hq1` supply the hypotheses of Gibbs' inequality, which gives `hg`. The final `linarith` combines `hg` and `hlog` with the marginal identities `eA`, `eB` and `eC`.

```lean
/-- Shearer inequality: twice the joint entropy of three subsystems is at most the sum of
the entropies of the three pair marginals. -/
theorem shearer {p : X × Y × Z → ℝ} (hp : IsProb p) :
    2 * entropy p ≤ entropy (margXY p) + entropy (margYZ p) + entropy (margXZ p) := by
  obtain ⟨hA, hB, hC⟩ := marginals_isProb hp
  obtain ⟨eA, eB, eC⟩ := entropy_marginals p
  -- each marginal dominates the joint weight
  have lA : ∀ i : X × Y × Z, p i ≤ margXY p (i.1, i.2.1) := fun i =>
    Finset.single_le_sum (f := fun z => p (i.1, i.2.1, z)) (fun _ _ => hp.1 _)
      (Finset.mem_univ i.2.2)
  have lB : ∀ i : X × Y × Z, p i ≤ margYZ p i.2 := fun i =>
    Finset.single_le_sum (f := fun x => p (x, i.2)) (fun _ _ => hp.1 _)
      (Finset.mem_univ i.1)
  have lC : ∀ i : X × Y × Z, p i ≤ margXZ p (i.1, i.2.2) := fun i =>
    Finset.single_le_sum (f := fun y => p (i.1, y, i.2.2)) (fun _ _ => hp.1 _)
      (Finset.mem_univ i.2.1)
  -- the reference weight is the root of the product of the marginals
  obtain ⟨q, hq⟩ : ∃ q : X × Y × Z → ℝ, ∀ i, q i = Real.sqrt (margXY p (i.1, i.2.1)) *
      Real.sqrt (margYZ p i.2) * Real.sqrt (margXZ p (i.1, i.2.2)) := ⟨_, fun _ => rfl⟩
  have hq1 : ∑ i, q i ≤ 1 := by
    have h := loomis_whitney (fun u => Real.sqrt (margXY p u))
      (fun v => Real.sqrt (margYZ p v)) (fun w => Real.sqrt (margXZ p w))
    simp only [Real.sq_sqrt (hA.1 _), Real.sq_sqrt (hB.1 _), Real.sq_sqrt (hC.1 _),
      hA.2, hB.2, hC.2] at h
    simp only [hq]
    nlinarith
  have hg := gibbs_inequality hp (fun i => by rw [hq]; positivity) hq1 (fun i hi => by
    rw [hq]
    exact mul_pos (mul_pos (Real.sqrt_pos.2 (hi.trans_le (lA i)))
      (Real.sqrt_pos.2 (hi.trans_le (lB i)))) (Real.sqrt_pos.2 (hi.trans_le (lC i))))
  have hlog : 2 * ∑ i, p i * Real.log (q i) = ∑ i, p i * Real.log (margXY p (i.1, i.2.1))
      + ∑ i, p i * Real.log (margYZ p i.2)
      + ∑ i, p i * Real.log (margXZ p (i.1, i.2.2)) := by
    rw [Finset.mul_sum, ← Finset.sum_add_distrib, ← Finset.sum_add_distrib]
    refine Finset.sum_congr rfl fun i _ => ?_
    rcases (hp.1 i).eq_or_lt with h | h
    · rw [← h]
      ring
    · have a0 := Real.sqrt_pos.2 (h.trans_le (lA i))
      have b0 := Real.sqrt_pos.2 (h.trans_le (lB i))
      have c0 := Real.sqrt_pos.2 (h.trans_le (lC i))
      rw [hq, Real.log_mul (mul_pos a0 b0).ne' c0.ne', Real.log_mul a0.ne' b0.ne',
        Real.log_sqrt (hA.1 _), Real.log_sqrt (hB.1 _), Real.log_sqrt (hC.1 _)]
      ring
  linarith
```

In a calculation, $p$ can be a three-dimensional histogram whose entries are bin probabilities with total one, and the marginals are then its sums along one axis. Half the sum of the pair entropies then bounds the joint entropy from above. For two-state subsystems that always agree, with both values equally likely, all four entropies are $\ln 2$, and the bound reads $2\ln2\le3\ln2$. A violation beyond rounding signals that the four entropies do not come from one distribution, as can happen when pair histograms are taken from separate runs or bias corrections are added.

## Independent subsystems and a counting bound

Additivity comes from an identity for $st\ln(st)$ that includes the zero cases.

```lean
/-- The entropy of two independent subsystems is the sum of their entropies. -/
theorem entropy_prod {a : ι → ℝ} {b : κ → ℝ} (ha : IsProb a) (hb : IsProb b) :
    entropy (fun u : ι × κ => a u.1 * b u.2) = entropy a + entropy b := by
  have key : ∀ s t : ℝ, s * t * Real.log (s * t)
      = t * (s * Real.log s) + s * (t * Real.log t) := by
    intro s t
    rcases eq_or_ne s 0 with rfl | hs
    · simp
    rcases eq_or_ne t 0 with rfl | ht
    · simp
    rw [Real.log_mul hs ht]
    ring
  simp only [entropy, Fintype.sum_prod_type, key, Finset.sum_add_distrib,
    ← Finset.sum_mul, ← Finset.mul_sum, ha.2, hb.2]
  ring
```

The marginals of the product state are computed explicitly, and additivity is applied to each. The theorem gives equality for independent subsystems and does not address the converse.

```lean
/-- For three independent subsystems the Shearer inequality is an equality. -/
theorem shearer_eq_of_independent {a : X → ℝ} {b : Y → ℝ} {c : Z → ℝ}
    (ha : IsProb a) (hb : IsProb b) (hc : IsProb c) :
    2 * entropy (independent a b c) = entropy (margXY (independent a b c))
      + entropy (margYZ (independent a b c)) + entropy (margXZ (independent a b c)) := by
  have hXY : margXY (independent a b c) = fun u => a u.1 * b u.2 := by
    funext u
    simp only [margXY, independent, ← Finset.mul_sum, hc.2, mul_one]
  have hYZ : margYZ (independent a b c) = fun v => b v.1 * c v.2 := by
    funext v
    simp only [margYZ, independent, ← Finset.sum_mul, ha.2, one_mul]
  have hXZ : margXZ (independent a b c) = fun w => a w.1 * c w.2 := by
    funext w
    simp only [margXZ, independent, ← Finset.mul_sum, ← Finset.sum_mul, hb.2, one_mul]
  have hbc : IsProb (fun v : Y × Z => b v.1 * c v.2) := by
    refine ⟨fun v => mul_nonneg (hb.1 _) (hc.1 _), ?_⟩
    simp only [Fintype.sum_prod_type, ← Finset.mul_sum, hc.2, mul_one, hb.2]
  have hS : entropy (independent a b c) = entropy a + (entropy b + entropy c) := by
    rw [← entropy_prod hb hc]
    exact entropy_prod ha hbc
  rw [hXY, hYZ, hXZ, hS, entropy_prod ha hb, entropy_prod hb hc, entropy_prod ha hc]
  ring
```

Loomis-Whitney also bounds the number of microstates in a set. Let the pair projections of a set $A$ lie in $P$, $Q$ and $R$. The product of the three indicator functions is one on $A$ and nonnegative elsewhere, so its sum is at least $|A|$. Indicators equal their own squares, and therefore $|A|^2\le|P|\,|Q|\,|R|$.

```lean
/-- Counting bound: if the pair projections of a set `A` of joint microstates lie in
`P`, `Q` and `R`, then the square of the size of `A` is at most the product of their sizes. -/
theorem card_sq_le (A : Finset (X × Y × Z)) (P : Finset (X × Y)) (Q : Finset (Y × Z))
    (R : Finset (X × Z)) (hP : ∀ i ∈ A, (i.1, i.2.1) ∈ P) (hQ : ∀ i ∈ A, i.2 ∈ Q)
    (hR : ∀ i ∈ A, (i.1, i.2.2) ∈ R) : A.card ^ 2 ≤ P.card * Q.card * R.card := by
  classical
  -- Loomis-Whitney for indicator functions
  have h := loomis_whitney (fun u => if u ∈ P then (1 : ℝ) else 0)
    (fun v => if v ∈ Q then (1 : ℝ) else 0) (fun w => if w ∈ R then (1 : ℝ) else 0)
  have hs : (A.card : ℝ) ≤ ∑ i : X × Y × Z, (if (i.1, i.2.1) ∈ P then (1 : ℝ) else 0) *
      (if i.2 ∈ Q then (1 : ℝ) else 0) * (if (i.1, i.2.2) ∈ R then (1 : ℝ) else 0) := by
    calc (A.card : ℝ) = ∑ i ∈ A, (1 : ℝ) := by simp
      _ = ∑ i ∈ A, (if (i.1, i.2.1) ∈ P then (1 : ℝ) else 0) *
          (if i.2 ∈ Q then (1 : ℝ) else 0) * (if (i.1, i.2.2) ∈ R then (1 : ℝ) else 0) :=
          Finset.sum_congr rfl fun i hi => by
            rw [if_pos (hP i hi), if_pos (hQ i hi), if_pos (hR i hi)]
            norm_num
      _ ≤ _ := Finset.sum_le_sum_of_subset_of_nonneg (Finset.subset_univ A)
          fun i _ _ => by positivity
  have h2 := (pow_le_pow_left₀ (Nat.cast_nonneg A.card) hs 2).trans h
  simp only [ite_pow, one_pow, ne_eq, OfNat.ofNat_ne_zero, not_false_eq_true, zero_pow,
    Finset.sum_boole, Finset.filter_univ_mem] at h2
  exact_mod_cast h2

end

end ShearerEntropy
```

```lean
#print axioms ShearerEntropy.shearer
-- 'ShearerEntropy.shearer' depends on axioms: [propext, Classical.choice, Quot.sound]
#print axioms ShearerEntropy.shearer_eq_of_independent
-- 'ShearerEntropy.shearer_eq_of_independent' depends on axioms: [propext, Classical.choice, Quot.sound]
#print axioms ShearerEntropy.card_sq_le
-- 'ShearerEntropy.card_sq_le' depends on axioms: [propext, Classical.choice, Quot.sound]
```
